# Strong static screening in a bilayer: the scaled interlayer interaction tends to 1/(2 sinh qd)

Two parallel electron layers in a uniform dielectric, a distance d > 0 apart, interact at wavenumber q > 0 with bare intralayer strength v > 0. If the density of each layer responds only to the total, screened potential in that layer, with an induced density of −χ times the potential energy and the same static χ ≥ 0 in both layers, then with x = vχ and s = e^(−qd) the screened interaction between them is

U = v s / ((1 + x)² − x² s²),

and x²U/v tends to 1/(2 sinh qd) as x grows at fixed qd. The same limit holds for layers with different responses that grow independently, with vχ₁χ₂U in place of x²U/v.

## Two layers and their Coulomb matrix

In a uniform dielectric, the potential of a charge sheet modulated at wavenumber q decays as e^(−q|z|) with the distance |z| from the sheet. This is the origin of the factor s, which is taken here as given. The bare interaction is V = vM, where

M = [[1, s], [s, 1]].

The density of each layer responds only to the total, screened potential in that layer, so the response matrix is Π = diag(χ₁, χ₂). The induced density is minus the response times the screened potential energy, which makes χ₁ and χ₂ nonnegative for layers that screen. The screened interaction U solves the Dyson equation

U = V − VΠU.

With non-interacting responses in Π, this is the random-phase approximation. Matrix indices run over 0 and 1, so χ₁ belongs to index 0, χ₂ to index 1, and the interlayer entry is U₀₁. In Coulomb drag this entry transfers momentum between the layers; the model gives its static form at a single wavenumber, not the drag resistivity.

## Solving the Dyson equation

Write a = vχ₁ and b = vχ₂. The Dyson equation is equivalent to (1 + VΠ)U = V, with

1 + VΠ = [[1 + a, s b], [s a, 1 + b]].

Its determinant is

D = (1 + a)(1 + b) − a b s² = 1 + a + b + a b (1 − s²).

Since 0 < s < 1 and a, b ≥ 0, D is positive. The inverse therefore exists, and U = (1 + VΠ)⁻¹V is the only solution. The first row of the inverse is (1 + b, −s b)/D, and the second column of V is (vs, v), so

U₀₁ = ((1 + b) v s − s b v)/D = v s/D.

If χ₂ = 0, this reduces to vs/(1 + vχ₁): only one layer screens. If both responses vanish, the bare value vs returns.

## The limit and the bound

For positive responses, divide numerator and denominator by ab:

vχ₁χ₂U₀₁ = a b s/D = s / ((1 + 1/a)(1 + 1/b) − s²).

As χ₁ and χ₂ grow, 1/a and 1/b vanish, and the right side tends to

s/(1 − s²) = 1/(1/s − s) = 1/(e^(qd) − e^(−qd)) = 1/(2 sinh qd).

At finite nonnegative response the value stays strictly below this limit, because a b s/D < s/(1 − s²) is equivalent to

a b (1 − s²) < 1 + a + b + a b (1 − s²).

For identical layers a = b = x, which gives the formula at the start, and vχ²U₀₁ = x²U₀₁/v.

As a numerical instance, take qd = ln 2, so that s = 1/2 and the limit is (1/2)/(3/4) = 2/3. At x = 1, D = 4 − 1/4 = 15/4 and x²U₀₁/v = 2/15 ≈ 0.13. At x = 10, D = 121 − 25 = 96 and the value is 50/96 ≈ 0.52.

## The statements in Lean

`gapFactor q d` is s, `shape q d` is M, `bare v q d` is V, and `response χ₁ χ₂` is Π. `dielectric` is 1 + VΠ, and `screened` is its inverse times V. All parameters are real numbers. The theorems listed here assume that v, q and d are positive, and those at finite response assume that the responses are nonnegative.

- `dyson_iff` says that a matrix solves the Dyson equation exactly when it equals `screened v q d χ₁ χ₂`.
- `interlayer` gives the entry `0 1` as vs/D.
- `strong_screening` is the limit for two responses. The filter `atTop ×ˢ atTop` lets both grow without bound, with no relation between their rates.
- `below_strong_screening` is the strict bound.
- `identical_layers` treats 1 + xM directly: invertibility and the formula for every x ≥ 0, then the limit.

The limits are taken at fixed v, q and d, with no claim of uniformity in q. The model leaves out frequency dependence, layer thickness and tunnelling between the layers.

```lean
import Mathlib

open Filter Topology

namespace BilayerScreening

noncomputable section

/-- The factor `e^(-qd)` by which the Coulomb interaction at wavenumber `q` is reduced
across a gap of width `d`. -/
def gapFactor (q d : ℝ) : ℝ := Real.exp (-(q * d))

/-- The matrix `M` of the bilayer: one within a layer, `e^(-qd)` between the layers. -/
def shape (q d : ℝ) : Matrix (Fin 2) (Fin 2) ℝ :=
  !![1, gapFactor q d; gapFactor q d, 1]

/-- The bare Coulomb interaction of the bilayer, with intralayer strength `v`. -/
def bare (v q d : ℝ) : Matrix (Fin 2) (Fin 2) ℝ := v • shape q d

/-- The static density responses of the two layers, which are diagonal in the layer index. -/
def response (χ₁ χ₂ : ℝ) : Matrix (Fin 2) (Fin 2) ℝ := !![χ₁, 0; 0, χ₂]

/-- The dielectric matrix `1 + V Π` of the bilayer. -/
def dielectric (v q d χ₁ χ₂ : ℝ) : Matrix (Fin 2) (Fin 2) ℝ :=
  1 + bare v q d * response χ₁ χ₂

/-- The screened interaction `(1 + V Π)⁻¹ V`, for parameters at which the dielectric matrix
is invertible. -/
def screened (v q d χ₁ χ₂ : ℝ) : Matrix (Fin 2) (Fin 2) ℝ :=
  (dielectric v q d χ₁ χ₂)⁻¹ * bare v q d

/-- For positive wavenumber and distance the gap factor lies strictly between zero and one. -/
theorem gapFactor_bounds {q d : ℝ} (hq : 0 < q) (hd : 0 < d) :
    0 < gapFactor q d ∧ gapFactor q d < 1 := by
  refine ⟨Real.exp_pos _, ?_⟩
  unfold gapFactor
  rw [Real.exp_lt_one_iff]
  linarith [mul_pos hq hd]

/-- For positive wavenumber and distance, `s / (1 - s²)` with `s = e^(-qd)` equals
`1 / (2 sinh(qd))`. -/
theorem gapFactor_div {q d : ℝ} (hq : 0 < q) (hd : 0 < d) :
    gapFactor q d / (1 - gapFactor q d ^ 2) = 1 / (2 * Real.sinh (q * d)) := by
  obtain ⟨h0, h1⟩ := gapFactor_bounds hq hd
  have hden : 1 - gapFactor q d ^ 2 ≠ 0 := by nlinarith
  have hsinh : 2 * Real.sinh (q * d) ≠ 0 :=
    (mul_pos two_pos (Real.sinh_pos_iff.mpr (mul_pos hq hd))).ne'
  have hE : Real.exp (q * d) * gapFactor q d = 1 := by
    unfold gapFactor
    rw [← Real.exp_add, add_neg_cancel, Real.exp_zero]
  have hs : Real.sinh (q * d) = (Real.exp (q * d) - gapFactor q d) / 2 :=
    Real.sinh_eq _
  rw [div_eq_div_iff hden hsinh, hs]
  linear_combination hE

/-- The determinant of the dielectric matrix in terms of the responses of the layers. -/
theorem dielectric_det (v q d χ₁ χ₂ : ℝ) :
    (dielectric v q d χ₁ χ₂).det =
      (1 + v * χ₁) * (1 + v * χ₂) - v * χ₁ * (v * χ₂) * gapFactor q d ^ 2 := by
  simp [dielectric, bare, response, shape, Matrix.det_fin_two]
  ring

/-- For repulsive layers at positive distance and wavenumber, with nonnegative responses,
the dielectric matrix has positive determinant. -/
theorem dielectric_det_pos {v q d χ₁ χ₂ : ℝ} (hv : 0 < v) (hq : 0 < q) (hd : 0 < d)
    (h₁ : 0 ≤ χ₁) (h₂ : 0 ≤ χ₂) : 0 < (dielectric v q d χ₁ χ₂).det := by
  obtain ⟨h0, h1⟩ := gapFactor_bounds hq hd
  have hs : 0 ≤ 1 - gapFactor q d ^ 2 := by nlinarith
  have a := mul_nonneg hv.le h₁
  have b := mul_nonneg hv.le h₂
  rw [dielectric_det]
  nlinarith [mul_nonneg (mul_nonneg a b) hs]

/-- For positive `v`, `q`, `d` and nonnegative responses, the screened interaction is the
unique solution of the Dyson equation `U = V - V Π U`. -/
theorem dyson_iff {v q d χ₁ χ₂ : ℝ} (hv : 0 < v) (hq : 0 < q) (hd : 0 < d)
    (h₁ : 0 ≤ χ₁) (h₂ : 0 ≤ χ₂) (U : Matrix (Fin 2) (Fin 2) ℝ) :
    U = bare v q d - bare v q d * response χ₁ χ₂ * U ↔ U = screened v q d χ₁ χ₂ := by
  have hu := (dielectric_det_pos hv hq hd h₁ h₂).ne'.isUnit
  constructor
  · intro h
    have h' : dielectric v q d χ₁ χ₂ * U = bare v q d := by
      rw [dielectric, add_mul, one_mul]
      exact eq_sub_iff_add_eq.mp h
    rw [screened, ← h', Matrix.nonsing_inv_mul_cancel_left _ _ hu]
  · intro h
    have h' : dielectric v q d χ₁ χ₂ * U = bare v q d := by
      rw [h, screened, Matrix.mul_nonsing_inv_cancel_left _ _ hu]
    rw [dielectric, add_mul, one_mul] at h'
    exact eq_sub_of_add_eq h'

/-- The screened interlayer interaction for positive `v`, `q`, `d` and two layers with
possibly different nonnegative responses. -/
theorem interlayer {v q d χ₁ χ₂ : ℝ} (hv : 0 < v) (hq : 0 < q) (hd : 0 < d)
    (h₁ : 0 ≤ χ₁) (h₂ : 0 ≤ χ₂) :
    screened v q d χ₁ χ₂ 0 1 = v * gapFactor q d /
      ((1 + v * χ₁) * (1 + v * χ₂) - v * χ₁ * (v * χ₂) * gapFactor q d ^ 2) := by
  have hpos := dielectric_det_pos hv hq hd h₁ h₂
  -- the explicit matrix that the dielectric matrix maps to a multiple of `V`
  have key : dielectric v q d χ₁ χ₂ *
      !![v * (1 + v * χ₂ * (1 - gapFactor q d ^ 2)), v * gapFactor q d;
         v * gapFactor q d, v * (1 + v * χ₁ * (1 - gapFactor q d ^ 2))] =
      (dielectric v q d χ₁ χ₂).det • bare v q d := by
    rw [dielectric_det]
    ext i j
    fin_cases i <;> fin_cases j <;>
      simp [dielectric, bare, response, shape, Matrix.mul_apply, Fin.sum_univ_two] <;> ring
  have h := congrArg (fun A => (dielectric v q d χ₁ χ₂)⁻¹ * A) key
  simp only [Matrix.nonsing_inv_mul_cancel_left _ _ hpos.ne'.isUnit, Matrix.mul_smul] at h
  have h01 := congrFun (congrFun h 0) 1
  have e : v * gapFactor q d =
      (dielectric v q d χ₁ χ₂).det * screened v q d χ₁ χ₂ 0 1 := h01
  rw [← dielectric_det, eq_div_iff hpos.ne', e, mul_comm]

/-- For positive `v`, `q`, `d`, the scaled interlayer interaction `v χ₁ χ₂ U₀₁` tends to
`1 / (2 sinh(qd))` as the two responses grow independently. -/
theorem strong_screening {v q d : ℝ} (hv : 0 < v) (hq : 0 < q) (hd : 0 < d) :
    Tendsto (fun p : ℝ × ℝ => v * p.1 * p.2 * screened v q d p.1 p.2 0 1)
      (atTop ×ˢ atTop) (𝓝 (1 / (2 * Real.sinh (q * d)))) := by
  obtain ⟨h0, h1⟩ := gapFactor_bounds hq hd
  have a : Tendsto (fun p : ℝ × ℝ => p.1⁻¹) (atTop ×ˢ atTop) (𝓝 0) :=
    tendsto_inv_atTop_zero.comp tendsto_fst
  have b : Tendsto (fun p : ℝ × ℝ => p.2⁻¹) (atTop ×ˢ atTop) (𝓝 0) :=
    tendsto_inv_atTop_zero.comp tendsto_snd
  have hne : (1 + 0 / v) * (1 + 0 / v) - gapFactor q d ^ 2 ≠ 0 := by
    simp only [zero_div, add_zero, mul_one]
    nlinarith
  have h := (tendsto_const_nhds (x := gapFactor q d)).div
    ((((a.div_const v).const_add 1).mul ((b.div_const v).const_add 1)).sub
      (tendsto_const_nhds (x := gapFactor q d ^ 2))) hne
  simp only [zero_div, add_zero, mul_one] at h
  rw [gapFactor_div hq hd] at h
  refine h.congr' ?_
  filter_upwards [tendsto_fst.eventually (eventually_gt_atTop (0 : ℝ)),
    tendsto_snd.eventually (eventually_gt_atTop (0 : ℝ))] with p hp₁ hp₂
  -- divide numerator and denominator by `v² χ₁ χ₂`
  have e : (1 + p.1⁻¹ / v) * (1 + p.2⁻¹ / v) - gapFactor q d ^ 2 =
      ((1 + v * p.1) * (1 + v * p.2) - v * p.1 * (v * p.2) * gapFactor q d ^ 2) /
        (v ^ 2 * p.1 * p.2) := by
    have := hp₁.ne'
    have := hp₂.ne'
    have := hv.ne'
    field_simp
    ring
  rw [interlayer hv hq hd hp₁.le hp₂.le]
  simp only [Pi.div_apply]
  rw [e, div_div_eq_mul_div]
  ring

/-- For positive `v`, `q`, `d` and nonnegative responses, the scaled interlayer interaction
`v χ₁ χ₂ U₀₁` lies strictly below `1 / (2 sinh(qd))`. -/
theorem below_strong_screening {v q d χ₁ χ₂ : ℝ} (hv : 0 < v) (hq : 0 < q) (hd : 0 < d)
    (h₁ : 0 ≤ χ₁) (h₂ : 0 ≤ χ₂) :
    v * χ₁ * χ₂ * screened v q d χ₁ χ₂ 0 1 < 1 / (2 * Real.sinh (q * d)) := by
  obtain ⟨h0, h1⟩ := gapFactor_bounds hq hd
  have hs : 0 < 1 - gapFactor q d ^ 2 := by nlinarith
  have hD := dielectric_det_pos hv hq hd h₁ h₂
  rw [dielectric_det] at hD
  have hx : 0 < 1 + v * χ₁ + v * χ₂ := by positivity
  rw [interlayer hv hq hd h₁ h₂, ← gapFactor_div hq hd, ← mul_div_assoc,
    div_lt_div_iff₀ hD hs]
  linarith [mul_pos h0 hx]

/-- Identical layers with `v`, `q`, `d` positive: `1 + x M` is invertible for every `x ≥ 0`,
the interlayer entry `U` of `v (1 + x M)⁻¹ M` is `v s / ((1 + x)² - x² s²)` with
`s = e^(-qd)`, and `x² U / v` tends to `1 / (2 sinh(qd))` as `x` grows. -/
theorem identical_layers {v q d : ℝ} (hv : 0 < v) (hq : 0 < q) (hd : 0 < d) :
    (∀ x : ℝ, 0 ≤ x → IsUnit (1 + x • shape q d) ∧
      (v • ((1 + x • shape q d)⁻¹ * shape q d)) 0 1 =
        v * gapFactor q d / ((1 + x) ^ 2 - x ^ 2 * gapFactor q d ^ 2)) ∧
    Tendsto (fun x : ℝ => x ^ 2 * (v • ((1 + x • shape q d)⁻¹ * shape q d)) 0 1 / v)
      atTop (𝓝 (1 / (2 * Real.sinh (q * d)))) := by
  have hxv : ∀ x : ℝ, v * (x / v) = x := fun x => mul_div_cancel₀ x hv.ne'
  -- identical layers have `χ₁ = χ₂ = x / v`
  have hε : ∀ x : ℝ, dielectric v q d (x / v) (x / v) = 1 + x • shape q d := by
    intro x
    have hr : response (x / v) (x / v) = (x / v) • (1 : Matrix (Fin 2) (Fin 2) ℝ) := by
      ext i j
      fin_cases i <;> fin_cases j <;> simp [response]
    rw [dielectric, hr, bare, Matrix.mul_smul, mul_one, smul_smul, mul_comm (x / v) v, hxv]
  have hU : ∀ x : ℝ, screened v q d (x / v) (x / v) =
      v • ((1 + x • shape q d)⁻¹ * shape q d) := by
    intro x
    rw [screened, hε, bare, Matrix.mul_smul]
  constructor
  · intro x hx
    have hχ : 0 ≤ x / v := div_nonneg hx hv.le
    constructor
    · rw [← hε, Matrix.isUnit_iff_isUnit_det]
      exact (dielectric_det_pos hv hq hd hχ hχ).ne'.isUnit
    · rw [← hU, interlayer hv hq hd hχ hχ, hxv]
      congr 1
      ring
  · have ht : Tendsto (fun x : ℝ => x / v) atTop atTop := tendsto_id.atTop_div_const hv
    refine ((strong_screening hv hq hd).comp (ht.prodMk ht)).congr ?_
    intro x
    simp only [Function.comp_apply]
    rw [hU, hxv]
    ring

end

end BilayerScreening
```

```lean
#print axioms BilayerScreening.dyson_iff
#print axioms BilayerScreening.strong_screening
#print axioms BilayerScreening.below_strong_screening
#print axioms BilayerScreening.identical_layers
```

```
'BilayerScreening.dyson_iff' depends on axioms: [propext, Classical.choice, Quot.sound]
'BilayerScreening.strong_screening' depends on axioms: [propext, Classical.choice, Quot.sound]
'BilayerScreening.below_strong_screening' depends on axioms: [propext, Classical.choice, Quot.sound]
'BilayerScreening.identical_layers' depends on axioms: [propext, Classical.choice, Quot.sound]
```

## From the determinant to the limit in Lean

`gapFactor_bounds` supplies 0 < s < 1. `gapFactor_div` proves the hyperbolic identity by cross-multiplication, which reduces it to e^(qd) · s = 1.

`dielectric_det` expands the two-by-two determinant, and `dielectric_det_pos` shows that it is positive, using the nonnegative product ab(1 − s²). This matters because Lean assigns a value even to the inverse of a singular matrix; positivity ensures that the inverse used here is the genuine one. `dyson_iff` then rewrites the equation as (1 + VΠ)U = V and cancels the invertible factor in each direction.

Where the derivation above read off a row of the inverse, `interlayer` uses an explicit matrix N whose off-diagonal entries are vs. The step `key` checks entry by entry that (1 + VΠ)N = D·V. Multiplying by the inverse gives N = D·U, and the entry `0 1` reads vs = D·U₀₁.

`strong_screening` first takes the limit of the divided expression, using that 1/χ₁ and 1/χ₂ tend to zero. It then uses `congr'` to pass to the scaled interaction, since the two expressions agree once both responses are positive. `below_strong_screening` cross-multiplies the positive denominators; what remains is that s(1 + a + b) is positive.

`identical_layers` sets χ₁ = χ₂ = x/v. The steps `hε` and `hU` identify the general matrices with 1 + xM and v(1 + xM)⁻¹M, so invertibility and the formula carry over. The limit follows by composing `strong_screening` with the map from x to (x/v, x/v).
